# Zero-damped dispersion attraction becomes repulsive at short range when the damping exponent exceeds the dispersion exponent

Two atoms attract at long range through a dispersion energy $-C/R^6$. This expression diverges as they approach, and many dispersion corrections to density functional calculations multiply it by a damping factor, which also limits double counting of short-range correlation. With zero damping the factor removes the energy at contact, which here means the limit $R\to0^+$ and not the touching of van der Waals spheres. An energy that is negative at moderate $R$ and zero at $R\to0^+$ must rise again on the way in, so the correction pushes the atoms apart there. Where does the force change sign, and what does that depend on?

Take the pair energy

$$E(R)=-\frac{C}{R^s\,\bigl(1+a(R/R_0)^{-n}\bigr)},$$

where $C$ is the dispersion coefficient, $s$ the dispersion exponent, $R_0$ the damping radius, $a$ the damping strength and $n$ the damping exponent. For $C,R_0,a>0$ and integers $0<s<n$, the energy tends to zero at contact, falls strictly up to

$$R_m=R_0\left(\frac{a(n-s)}{s}\right)^{1/n},$$

and rises strictly beyond it. "Repulsive" refers to the force $-E'(R)$; the energy itself stays negative.

```lean
import Mathlib

open Filter Topology Set

namespace ZeroDampedDispersion

noncomputable section
```

In Lean, `energy` is a real function of `R` with real parameters and natural-number exponents, and it keeps the negative integer power as written. `rMin` is $R_m$; its difference `(n : ℝ) - s` is taken in the reals. The model is one isolated pair with a constant $C$, and the damping form is assumed, not derived from electronic structure.

```lean
/-- Zero-damped dispersion energy `-C / (R^s (1 + a (R/R0)^(-n)))` of a pair at separation `R`,
for `R > 0` and `R0 > 0`. -/
def energy (C R0 a : ℝ) (s n : ℕ) (R : ℝ) : ℝ :=
  -C / (R ^ s * (1 + a * (R / R0) ^ (-(n : ℤ))))

/-- The separation `R0 (a (n - s) / s)^(1/n)`, for `0 < s < n` and `a, R0 > 0`. -/
def rMin (R0 a : ℝ) (s n : ℕ) : ℝ :=
  R0 * (a * ((n : ℝ) - s) / s) ^ ((n : ℝ)⁻¹)
```

## Positive separation, radius and damping strength

The separation $R$ is a distance. The radius $R_0>0$ sets the length at which damping acts, and $a>0$ sets its strength: at $R=R_0$ the undamped energy is multiplied by $1/(1+a)$.

By hand, these signs allow the negative power to be cleared. Since $(R/R_0)^{-n}=R_0^n/R^n$,

$$E(R)=-\frac{C\,R^n}{R^s\,(R^n+aR_0^n)},$$

and the denominator is positive. With $a=0$ there is no damping, and the energy is $-C/R^s$ all the way in. With $a<0$ and $n>0$ the denominator vanishes at $R^n=|a|R_0^n$, and the energy has a pole at a finite separation.

`energy_eq` proves the rewritten form. The proof uses $R>0$ to make the powers of $R$ positive, and all three hypotheses to show that $R^n+aR_0^n$ is nonzero.

```lean
variable {C R0 a R : ℝ} {s n : ℕ}

/-- At positive separation the damped energy is a quotient of ordinary powers of `R`. -/
theorem energy_eq (h0 : 0 < R0) (ha : 0 < a) (hR : 0 < R) :
    energy C R0 a s n R = -C * R ^ n / (R ^ s * (R ^ n + a * R0 ^ n)) := by
  have hz : (R / R0) ^ (-(n : ℤ)) = R0 ^ n / R ^ n := by
    rw [zpow_neg, zpow_natCast, div_pow, inv_div]
  rw [energy, hz]
  have hp : 0 < R ^ n := pow_pos hR n
  have hq : 0 < R ^ s := pow_pos hR s
  have hD : R ^ n + a * R0 ^ n ≠ 0 := by positivity
  have h1 : 1 + a * (R0 ^ n / R ^ n) = (R ^ n + a * R0 ^ n) / R ^ n := by
    field_simp
  rw [h1]
  generalize R ^ n + a * R0 ^ n = D at hD ⊢
  generalize R ^ n = p at hp ⊢
  generalize R ^ s = q at hq ⊢
  field_simp
```

For the slope, write $p=R^n$, $q=R^s$, $r=R_0^n$ and $D=p+ar$. Then $p'=np/R$, $q'=sq/R$ and $D'=p'$, so the quotient rule gives

$$E'=-C\,\frac{p'qD-p(q'D+qp')}{q^2D^2}
=-\frac{Cp\,[(n-s)D-np]}{R\,q\,D^2}.$$

Substituting $D=p+ar$ turns the bracket into $a(n-s)r-sp$, hence

$$E'(R)=\frac{C R^n\,\bigl[s R^n-a(n-s)R_0^n\bigr]}{R\,R^s\,(R^n+aR_0^n)^2}.$$

`hasDerivAt_energy` states exactly this. Its `hpow` is the power rule in the form $mR^m/R$, which also holds for $m=0$. The quotient rule is applied to the rewritten energy and carried back to `energy`, because the two agree at all positive separations near $R$. The final `field_simp` and `ring` do the algebra above, with the powers replaced by single letters.

```lean
/-- The slope of the damped energy at positive separation; its last numerator factor compares
`s R^n` with `a (n - s) R0^n`. -/
theorem hasDerivAt_energy (h0 : 0 < R0) (ha : 0 < a) (hR : 0 < R) :
    HasDerivAt (energy C R0 a s n)
      (C * R ^ n * (s * R ^ n - a * ((n : ℝ) - s) * R0 ^ n) /
        (R * R ^ s * (R ^ n + a * R0 ^ n) ^ 2)) R := by
  have hpow : ∀ m : ℕ, HasDerivAt (fun x : ℝ => x ^ m) (m * R ^ m / R) R := by
    intro m
    refine (hasDerivAt_pow m R).congr_deriv ?_
    rcases m with _ | m
    · simp
    · rw [Nat.add_sub_cancel, pow_succ]
      field_simp
  have hp : 0 < R ^ n := pow_pos hR n
  have hq : 0 < R ^ s := pow_pos hR s
  have hD : R ^ n + a * R0 ^ n ≠ 0 := by positivity
  have hd := ((hpow n).const_mul (-C)).fun_div
    ((hpow s).fun_mul ((hpow n).add_const (a * R0 ^ n))) (mul_ne_zero hq.ne' hD)
  refine (hd.congr_of_eventuallyEq ?_).congr_deriv ?_
  · filter_upwards [Ioi_mem_nhds hR] with x hx
    exact energy_eq h0 ha hx
  · generalize R ^ n = p at hp hD ⊢
    generalize R ^ s = q at hq ⊢
    generalize R0 ^ n = r at hD ⊢
    field_simp
    ring
```

## A dispersion term that decays: $s>0$

The condition $s>0$ says that the undamped attraction dies away with distance. By hand it is needed to solve for the zero of the bracket,

$$sR_m^n=a(n-s)R_0^n,$$

by dividing by $s$ and taking the positive $n$th root. If $s=0$ and $n>0$, the bracket is $-anR_0^n$, which is negative everywhere: for $C>0$ the energy falls towards $-C$ at large distance and has no minimum.

In `rMin_spec` the hypothesis `hs` makes the base of the root positive, together with $a>0$ and $s<n$. The proof raises the root to the $n$th power and clears the division by $s$.

```lean
/-- The separation `rMin` is positive and solves `s R^n = a (n - s) R0^n`. -/
theorem rMin_spec (h0 : 0 < R0) (ha : 0 < a) (hs : 0 < s) (hn : s < n) :
    0 < rMin R0 a s n ∧
      (s : ℝ) * rMin R0 a s n ^ n = a * ((n : ℝ) - s) * R0 ^ n := by
  have hs' : (0 : ℝ) < s := Nat.cast_pos.mpr hs
  have hns : (0 : ℝ) < (n : ℝ) - s := sub_pos.mpr (Nat.cast_lt.mpr hn)
  have hb : 0 < a * ((n : ℝ) - s) / s := div_pos (mul_pos ha hns) hs'
  refine ⟨mul_pos h0 (Real.rpow_pos_of_pos hb _), ?_⟩
  rw [rMin, mul_pow, Real.rpow_inv_natCast_pow hb.le (by omega)]
  have e : (s : ℝ) * (a * ((n : ℝ) - s) / s) = a * ((n : ℝ) - s) := by
    field_simp
  linear_combination R0 ^ n * e
```

## Damping that outruns the divergence: $n>s$

For $R_0,a>0$ the damping factor vanishes like $R^n$ near contact, while the undamped energy grows in magnitude like $R^{-s}$. The condition $n>s$ says that the damping wins. Cancelling $R^s$ gives

$$E(R)=-\frac{C\,R^{n-s}}{R^n+aR_0^n}\longrightarrow-\frac{0}{aR_0^n}=0 .$$

The same condition makes $a(n-s)R_0^n$ positive, so that the bracket in $E'$ changes sign at a positive separation.

`tendsto_energy_zero` writes $n=s+k+1$, so the surviving power $k+1$ is at least one. The cancelled quotient is continuous at zero and has the value zero there. The filter `𝓝[>] 0` expresses approach through positive separations only, where the quotient agrees with `energy`.

```lean
/-- If the damping exponent exceeds the dispersion exponent, the damped energy vanishes as the
two centres merge. -/
theorem tendsto_energy_zero (h0 : 0 < R0) (ha : 0 < a) (hn : s < n) :
    Tendsto (energy C R0 a s n) (𝓝[>] 0) (𝓝 0) := by
  obtain ⟨k, rfl⟩ := Nat.exists_eq_add_of_lt hn
  have hD : (0 : ℝ) ^ (s + k + 1) + a * R0 ^ (s + k + 1) ≠ 0 := by
    rw [zero_pow (by omega), zero_add]
    positivity
  -- after cancelling `R^s` the energy extends continuously to `R = 0`
  have hc : ContinuousAt (fun x : ℝ =>
      -C * x ^ (k + 1) / (x ^ (s + k + 1) + a * R0 ^ (s + k + 1))) 0 :=
    ContinuousAt.div (by fun_prop) (by fun_prop) hD
  have hv : -C * (0 : ℝ) ^ (k + 1) /
      ((0 : ℝ) ^ (s + k + 1) + a * R0 ^ (s + k + 1)) = 0 := by
    rw [zero_pow (Nat.succ_ne_zero k), mul_zero, zero_div]
  have ht := hc.tendsto
  rw [hv] at ht
  refine (ht.mono_left nhdsWithin_le_nhds).congr' ?_
  filter_upwards [self_mem_nhdsWithin] with x hx
  have hx' : 0 < x := hx
  rw [energy_eq h0 ha hx',
    show -C * x ^ (s + k + 1) = x ^ s * (-C * x ^ (k + 1)) by ring,
    mul_div_mul_left _ _ (pow_pos hx' s).ne']
```

## An attractive coefficient: $C>0$

Positive $C$ means that the undamped interaction is attractive. It is the overall factor in $E'$, so the slope has the sign of the bracket. Since $R\mapsto R^n$ is strictly increasing on positive $R$, the bracket is negative for $R<R_m$ and positive for $R>R_m$. The energy therefore falls, then rises, and any other separation has a higher energy than $R_m$. With $C=0$ the energy is flat, and with $C<0$ the minimum becomes a maximum.

`zero_damping_repulsive` collects the results: the limit, strict decrease on `Ioc 0 (rMin R0 a s n)`, strict increase on `Ici (rMin R0 a s n)`, and a strict inequality against every other positive separation. For each branch the proof compares $x^n$ with $R_m^n$, reads off the sign of the derivative on the interior, and uses continuity to include $R_m$ itself. The last part compares $x$ with $R_m$ on whichever branch contains $x$.

```lean
/-- For `C, R0, a > 0` and `0 < s < n`, the energy vanishes at contact, falls strictly up to `rMin`,
rises strictly beyond it, and has its unique minimum over `R > 0` there. -/
theorem zero_damping_repulsive (hC : 0 < C) (h0 : 0 < R0) (ha : 0 < a)
    (hs : 0 < s) (hn : s < n) :
    Tendsto (energy C R0 a s n) (𝓝[>] 0) (𝓝 0) ∧
    StrictAntiOn (energy C R0 a s n) (Ioc 0 (rMin R0 a s n)) ∧
    StrictMonoOn (energy C R0 a s n) (Ici (rMin R0 a s n)) ∧
    ∀ x, 0 < x → x ≠ rMin R0 a s n →
      energy C R0 a s n (rMin R0 a s n) < energy C R0 a s n x := by
  obtain ⟨hm, hspec⟩ := rMin_spec h0 ha hs hn
  have hs' : (0 : ℝ) < s := Nat.cast_pos.mpr hs
  have hanti : StrictAntiOn (energy C R0 a s n) (Ioc 0 (rMin R0 a s n)) := by
    refine strictAntiOn_of_deriv_neg (convex_Ioc _ _) (fun x hx =>
      (hasDerivAt_energy h0 ha hx.1).continuousAt.continuousWithinAt) ?_
    intro x hx
    rw [interior_Ioc] at hx
    have hx0 : 0 < x := hx.1
    have h1 := mul_lt_mul_of_pos_left
      (pow_lt_pow_left₀ hx.2 hx0.le (by omega : n ≠ 0)) hs'
    rw [(hasDerivAt_energy h0 ha hx0).deriv]
    exact div_neg_of_neg_of_pos
      (mul_neg_of_pos_of_neg (by positivity) (by linarith)) (by positivity)
  have hmono : StrictMonoOn (energy C R0 a s n) (Ici (rMin R0 a s n)) := by
    refine strictMonoOn_of_deriv_pos (convex_Ici _) (fun x hx =>
      (hasDerivAt_energy h0 ha (lt_of_lt_of_le hm hx)).continuousAt.continuousWithinAt) ?_
    intro x hx
    rw [interior_Ici] at hx
    have hx0 : 0 < x := lt_trans hm hx
    have h1 := mul_lt_mul_of_pos_left
      (pow_lt_pow_left₀ hx hm.le (by omega : n ≠ 0)) hs'
    rw [(hasDerivAt_energy h0 ha hx0).deriv]
    exact div_pos (mul_pos (by positivity) (by linarith)) (by positivity)
  refine ⟨tendsto_energy_zero h0 ha hn, hanti, hmono, fun x hx hne => ?_⟩
  rcases lt_or_gt_of_ne hne with h | h
  · exact hanti ⟨hx, h.le⟩ ⟨hm, le_rfl⟩ h
  · exact hmono (mem_Ici.mpr le_rfl) (mem_Ici.mpr h.le) h
```

The depth of the well follows from the equation for $R_m$. Since $aR_0^n=sR_m^n/(n-s)$, we have $R_m^n+aR_0^n=nR_m^n/(n-s)$, and

$$E(R_m)=\frac{n-s}{n}\left(-\frac{C}{R_m^s}\right).$$

`energy_rMin` proves this by cross-multiplying and inserting the equation from `rMin_spec`. It needs no sign for $C$.

```lean
/-- At `rMin` the damped energy is the fraction `(n - s) / n` of the undamped energy `-C / R^s`. -/
theorem energy_rMin (h0 : 0 < R0) (ha : 0 < a) (hs : 0 < s) (hn : s < n) :
    energy C R0 a s n (rMin R0 a s n) =
      ((n : ℝ) - s) / n * (-C / rMin R0 a s n ^ s) := by
  obtain ⟨hm, hspec⟩ := rMin_spec h0 ha hs hn
  have hn' : (0 : ℝ) < n := Nat.cast_pos.mpr (by omega)
  rw [energy_eq h0 ha hm, div_mul_div_comm, div_eq_div_iff (by positivity) (by positivity)]
  linear_combination (-C * rMin R0 a s n ^ s) * hspec
```

## The sixth-power term in a calculation

For $s=a=6$, $n>6$ and $C,R_0>0$, the minimum lies at $R_m^n=(n-6)R_0^n$. `sixth_power_case` describes the two branches by comparing $R^n$ with $(n-6)R_0^n$; its proof turns these comparisons of powers into comparisons of separations and restricts the earlier monotonicity results.

```lean
/-- For `-C / (R^6 (1 + 6 (R/R0)^(-n)))` with `n > 6`, the energy vanishes at contact, falls while
`R^n < (n - 6) R0^n`, rises beyond, and has its unique minimum at equality. -/
theorem sixth_power_case (hC : 0 < C) (h0 : 0 < R0) (hn : 6 < n) :
    Tendsto (energy C R0 6 6 n) (𝓝[>] 0) (𝓝 0) ∧
    StrictAntiOn (energy C R0 6 6 n) {R | 0 < R ∧ R ^ n < ((n : ℝ) - 6) * R0 ^ n} ∧
    StrictMonoOn (energy C R0 6 6 n) {R | 0 < R ∧ ((n : ℝ) - 6) * R0 ^ n < R ^ n} ∧
    ∃ Rm, 0 < Rm ∧ Rm ^ n = ((n : ℝ) - 6) * R0 ^ n ∧
      ∀ x, 0 < x → x ≠ Rm → energy C R0 6 6 n Rm < energy C R0 6 6 n x := by
  have h6 : (0 : ℝ) < 6 := by norm_num
  obtain ⟨hm, hspec⟩ := rMin_spec h0 h6 (by norm_num : 0 < 6) hn
  obtain ⟨ht, hanti, hmono, hmin⟩ :=
    zero_damping_repulsive hC h0 h6 (by norm_num : 0 < 6) hn
  have he : rMin R0 6 6 n ^ n = ((n : ℝ) - 6) * R0 ^ n := by
    push_cast at hspec
    linarith
  refine ⟨ht, hanti.mono ?_, hmono.mono ?_, _, hm, he, hmin⟩
  · rintro x ⟨hx, hlt⟩
    rw [← he] at hlt
    exact ⟨hx, (lt_of_pow_lt_pow_left₀ n hm.le hlt).le⟩
  · rintro x ⟨hx, hlt⟩
    rw [← he] at hlt
    exact (lt_of_pow_lt_pow_left₀ n hx.le hlt).le
```

The zero-damping variant of the D3 correction uses this form for its sixth-power term, with $n=14$ and $R_0$ a scaled pair radius. The turning point is then $R_m=8^{1/14}R_0\approx1.16\,R_0$, where $4/7$ of the undamped energy remains. Inside $R_m$ this single term, at fixed $C$, adds a repulsive force to a geometry optimisation. In D3 the coefficient also depends on the coordination of the atoms, which contributes further terms to the gradient.

A program that evaluates the formula literally in floating point meets zero times infinity at $R=0$. The cancelled form $-CR^{n-6}/(R^n+6R_0^n)$ has no such difficulty. A check of the analytic derivative of this term at fixed $C$ is to see that it changes sign at $R_m$.

## Damping that is too weak: $n<s$

If the damping exponent is smaller than the dispersion exponent, the bracket in $E'$ becomes $sR^n+a(s-n)R_0^n$, a sum of positive terms when $R_0,a>0$. For $C>0$ the energy then rises with separation everywhere, so the force is attractive at every distance. `strictMonoOn_of_weak_damping` proves this on `Ioi 0` from the same derivative formula.

The borderline $n=s>0$ falls under neither theorem, but the formula is simple: $E=-C/(R^s+aR_0^s)$ rises from the finite value $-C/(aR_0^s)$ at contact, again without a repulsive branch.

```lean
/-- If the damping exponent is smaller than the dispersion exponent, the damped energy rises
strictly with separation at all `R > 0`. -/
theorem strictMonoOn_of_weak_damping (hC : 0 < C) (h0 : 0 < R0) (ha : 0 < a) (hn : n < s) :
    StrictMonoOn (energy C R0 a s n) (Ioi 0) := by
  refine strictMonoOn_of_deriv_pos (convex_Ioi _) (fun x hx =>
    (hasDerivAt_energy h0 ha hx).continuousAt.continuousWithinAt) ?_
  intro x hx
  rw [interior_Ioi] at hx
  have hx0 : 0 < x := hx
  have hs' : (0 : ℝ) < s := Nat.cast_pos.mpr (by omega)
  have hsn : (0 : ℝ) < (s : ℝ) - n := sub_pos.mpr (Nat.cast_lt.mpr hn)
  have h1 : 0 < (s : ℝ) * x ^ n := by positivity
  have h2 : 0 < a * ((s : ℝ) - n) * R0 ^ n := mul_pos (mul_pos ha hsn) (pow_pos h0 n)
  rw [(hasDerivAt_energy h0 ha hx0).deriv]
  exact div_pos (mul_pos (by positivity) (by linarith)) (by positivity)

end

end ZeroDampedDispersion
```

```lean
#print axioms ZeroDampedDispersion.tendsto_energy_zero
#print axioms ZeroDampedDispersion.energy_rMin
#print axioms ZeroDampedDispersion.sixth_power_case
#print axioms ZeroDampedDispersion.strictMonoOn_of_weak_damping
```

```
'ZeroDampedDispersion.tendsto_energy_zero' depends on axioms: [propext, Classical.choice, Quot.sound]
'ZeroDampedDispersion.energy_rMin' depends on axioms: [propext, Classical.choice, Quot.sound]
'ZeroDampedDispersion.sixth_power_case' depends on axioms: [propext, Classical.choice, Quot.sound]
'ZeroDampedDispersion.strictMonoOn_of_weak_damping' depends on axioms: [propext, Classical.choice, Quot.sound]
```
